# For stationary orthonormal orbitals of equal occupation f, the eigenvalues of the Car–Parrinello multiplier matrix divided by f are eigenvalues of the one-electron Hamiltonian

Diagonalising the Hamiltonian between a few orbitals can return energies that the system doesn't have. Take two sites with $H=\begin{pmatrix}0&1\\1&0\end{pmatrix}$ and one orbital $c=(1,0)^T$ on the first site. The orbital is normalised and $c^\dagger Hc=0$, but the levels are $\pm1$.

In Car–Parrinello dynamics, the Lagrange multipliers that keep my orbitals orthonormal also form a small matrix. I'm told that once the orbitals have stopped changing and the forces on them balance, I can diagonalise it and read off orbital energies. But the matrix is usually not diagonal, so my orbitals aren't eigenvectors of $H$. Why should its eigenvalues be any better than the spurious 0 above?

## Force balance closes the orbital space under H

Your site orbital isn't stationary: $Hc=(0,1)^T$ is not a multiple of $c$, so no multiplier can balance the force. The example shows that a Hermitian $H$ and orthonormal orbitals are not enough. Force balance is what removes the spurious value.

Put the orbitals in the columns of a matrix $C$, with $C^\dagger C=1$, and let every orbital have the same occupation number $f>0$. Let $L$ be the matrix of multipliers divided by $f$. The electronic force, minus the derivative of the energy with respect to $C^*$, is $-fHC$, and the constraint force is $fCL$, so balance means

$$HC=CL,\qquad\text{that is,}\qquad H\psi_j=\sum_i\psi_iL_{ij},$$

where $\psi_j$ is column $j$ of $C$. Thus $H$ maps each orbital to a combination of the same orbitals.

**The multipliers.** Multiplying by $C^\dagger$ from the left gives $C^\dagger HC=C^\dagger CL=L$. Since $H^\dagger=H$, also $L^\dagger=L$.

**The projector.** The adjoint of $HC=CL$ is $C^\dagger H=LC^\dagger$. With $P=CC^\dagger$,
$$HP=HCC^\dagger=CLC^\dagger=CC^\dagger H=PH.$$
Conversely, if $HP=PH$, then $HC=HCC^\dagger C=HPC=PHC=C(C^\dagger HC)$, so multipliers exist.

**The eigenvalues.** Let $Lv=av$ with $v\ne0$. Then $H(Cv)=CLv=a(Cv)$. The vector $Cv$ is nonzero, because $C^\dagger Cv=v$. So $a$ is an eigenvalue of $H$.

In the other direction, if $Hx=ax$ and $C^\dagger x\neq0$, then $L(C^\dagger x)=C^\dagger Hx=a(C^\dagger x)$. An eigenvector of $H$ that overlaps some orbital therefore passes its eigenvalue to $L$.

**The canonical orbitals.** As $L$ is Hermitian, there are a unitary $U$ and real $\varepsilon_i$ with $LU=U\,\mathrm{diag}(\varepsilon)$. Then
$$(CU)^\dagger(CU)=U^\dagger U=1,\qquad H(CU)=CLU=(CU)\,\mathrm{diag}(\varepsilon).$$
The rotated orbitals are orthonormal eigenvectors of $H$, although the original ones need not be.

With a single orbital $c$, $L$ is one number $\lambda$, and balance reads $Hc=\lambda c$ with $\lambda=c^\dagger Hc$ real. There is then nothing to rotate.

## What the matrices and hypotheses stand for

In the Lean file, `n` labels the basis functions and `m` the orbitals, both finite. `C` is a rectangular complex matrix, `L` is the multiplier matrix already divided by $f$, `Cᴴ` is $C^\dagger$, and `*ᵥ` applies a matrix to a vector. `IsEigenvalue A a` means that some nonzero `v` satisfies `A *ᵥ v = a • v`; it doesn't count multiplicity.

The main theorem, `stationary_orbitals`, has three hypotheses: `hH` says that $H$ is Hermitian, `hC` that the orbitals are orthonormal, and `hs` that the forces balance. It concludes that $L=C^\dagger HC$, that $L$ is Hermitian, that $P$ commutes with $H$, and that every eigenvalue of $L$ is one of $H$.

Force balance is assumed and not derived from the dynamics, so convergence of a run is a separate matter. `H` is a fixed matrix, the one-electron Hamiltonian; in a self-consistent Kohn–Sham calculation it is the Kohn–Sham Hamiltonian evaluated at the stationary orbitals. The basis is orthonormal, with no overlap matrix, and there are no unequal occupation numbers in the balance equation. Nor does stationarity select the lowest levels: any set of orthonormal eigenvectors satisfies it.

For electronic structure, this means that in a finite orthonormal basis with equal occupations, the energies of the occupied canonical orbitals at a stationary point can be obtained by diagonalising the small matrix $L$ instead of $H$.

```lean
import Mathlib

open Matrix

namespace CarParrinelloStationary

variable {n m : Type*} [Fintype n] [Fintype m]

/-- The number `a` is an eigenvalue of the matrix `A`: some nonzero vector `v` satisfies
`A v = a v`. -/
def IsEigenvalue (A : Matrix n n ℂ) (a : ℂ) : Prop :=
  ∃ v : n → ℂ, v ≠ 0 ∧ A *ᵥ v = a • v

/-- The matrix `C Cᴴ`. When the columns of `C` are orthonormal, it is the orthogonal projector onto
their span. -/
def projector (C : Matrix n m ℂ) : Matrix n n ℂ := C * Cᴴ

/-- For orthonormal orbitals with `H C = C L`, the multipliers are the matrix elements of `H`
between the orbitals. -/
theorem multiplier_eq [DecidableEq m] {H : Matrix n n ℂ} {C : Matrix n m ℂ}
    {L : Matrix m m ℂ} (hC : Cᴴ * C = 1) (hs : H * C = C * L) : L = Cᴴ * H * C := by
  rw [Matrix.mul_assoc, hs, ← Matrix.mul_assoc, hC, Matrix.one_mul]

/-- For Hermitian `H` and orthonormal orbitals with `H C = C L`, the multiplier matrix is
Hermitian. -/
theorem multiplier_isHermitian [DecidableEq m] {H : Matrix n n ℂ} {C : Matrix n m ℂ}
    {L : Matrix m m ℂ} (hH : H.IsHermitian) (hC : Cᴴ * C = 1) (hs : H * C = C * L) :
    L.IsHermitian := by
  rw [multiplier_eq hC hs]
  exact Matrix.isHermitian_conjTranspose_mul_mul C hH

/-- The adjoint stationarity condition `Cᴴ H = L Cᴴ`, for Hermitian `H` and orthonormal
orbitals with `H C = C L`. -/
theorem adjoint_stationary [DecidableEq m] {H : Matrix n n ℂ} {C : Matrix n m ℂ}
    {L : Matrix m m ℂ} (hH : H.IsHermitian) (hC : Cᴴ * C = 1) (hs : H * C = C * L) :
    Cᴴ * H = L * Cᴴ := by
  have h := congrArg Matrix.conjTranspose hs
  rwa [Matrix.conjTranspose_mul, Matrix.conjTranspose_mul, hH.eq,
    (multiplier_isHermitian hH hC hs).eq] at h

/-- Orthonormal orbitals satisfy `H C = C L` for some multiplier matrix `L` exactly when their
projector commutes with the Hermitian matrix `H`. -/
theorem stationary_iff_projector_commutes [DecidableEq m] {H : Matrix n n ℂ}
    {C : Matrix n m ℂ} (hH : H.IsHermitian) (hC : Cᴴ * C = 1) :
    (∃ L : Matrix m m ℂ, H * C = C * L) ↔ H * projector C = projector C * H := by
  unfold projector
  constructor
  · rintro ⟨L, hs⟩
    calc H * (C * Cᴴ) = H * C * Cᴴ := (Matrix.mul_assoc _ _ _).symm
      _ = C * (L * Cᴴ) := by rw [hs, Matrix.mul_assoc]
      _ = C * Cᴴ * H := by rw [← adjoint_stationary hH hC hs, Matrix.mul_assoc]
  · intro h
    -- insert `Cᴴ C = 1` on the right and move the projector through `H`
    refine ⟨Cᴴ * H * C, ?_⟩
    calc H * C = H * (C * (Cᴴ * C)) := by rw [hC, Matrix.mul_one]
      _ = H * (C * Cᴴ) * C := by simp only [Matrix.mul_assoc]
      _ = C * (Cᴴ * H * C) := by rw [h]; simp only [Matrix.mul_assoc]

/-- For orthonormal orbitals with `H C = C L`, every eigenvalue of the multiplier matrix is an
eigenvalue of `H`. -/
theorem eigenvalue_of_multiplier [DecidableEq m] {H : Matrix n n ℂ} {C : Matrix n m ℂ}
    {L : Matrix m m ℂ} (hC : Cᴴ * C = 1) (hs : H * C = C * L) {a : ℂ}
    (ha : IsEigenvalue L a) : IsEigenvalue H a := by
  obtain ⟨v, hv, hLv⟩ := ha
  refine ⟨C *ᵥ v, fun h0 => hv ?_, ?_⟩
  · -- orthonormality makes `C` injective
    calc v = (Cᴴ * C) *ᵥ v := by rw [hC, Matrix.one_mulVec]
      _ = 0 := by rw [← Matrix.mulVec_mulVec, h0, Matrix.mulVec_zero]
  · rw [Matrix.mulVec_mulVec, hs, ← Matrix.mulVec_mulVec, hLv, Matrix.mulVec_smul]

/-- Let `H` be Hermitian and let orthonormal orbitals satisfy `H C = C L`. Then `L = Cᴴ H C` is
Hermitian, the projector `C Cᴴ` commutes with `H`, and every eigenvalue of `L` is an eigenvalue
of `H`. -/
theorem stationary_orbitals [DecidableEq m] {H : Matrix n n ℂ} {C : Matrix n m ℂ}
    {L : Matrix m m ℂ} (hH : H.IsHermitian) (hC : Cᴴ * C = 1) (hs : H * C = C * L) :
    L = Cᴴ * H * C ∧ L.IsHermitian ∧ H * projector C = projector C * H ∧
      ∀ a, IsEigenvalue L a → IsEigenvalue H a :=
  ⟨multiplier_eq hC hs, multiplier_isHermitian hH hC hs,
    (stationary_iff_projector_commutes hH hC).1 ⟨L, hs⟩,
    fun _ ha => eigenvalue_of_multiplier hC hs ha⟩

/-- Let `H` be Hermitian and let orthonormal orbitals satisfy `H C = C L`. If an eigenvector of
`H` has a nonzero overlap with some orbital, its eigenvalue is an eigenvalue of `L`. -/
theorem eigenvalue_of_overlap [DecidableEq m] {H : Matrix n n ℂ} {C : Matrix n m ℂ}
    {L : Matrix m m ℂ} (hH : H.IsHermitian) (hC : Cᴴ * C = 1) (hs : H * C = C * L)
    {a : ℂ} {x : n → ℂ} (hx : H *ᵥ x = a • x) (hov : Cᴴ *ᵥ x ≠ 0) :
    IsEigenvalue L a := by
  refine ⟨Cᴴ *ᵥ x, hov, ?_⟩
  rw [Matrix.mulVec_mulVec, ← adjoint_stationary hH hC hs, ← Matrix.mulVec_mulVec, hx,
    Matrix.mulVec_smul]

/-- Canonical orbitals: for Hermitian `H` and orthonormal orbitals with `H C = C L`, a unitary
rotation `U` among the orbitals makes them orthonormal eigenvectors of `H` with real energies. -/
theorem exists_canonical_orbitals [DecidableEq m] {H : Matrix n n ℂ} {C : Matrix n m ℂ}
    {L : Matrix m m ℂ} (hH : H.IsHermitian) (hC : Cᴴ * C = 1) (hs : H * C = C * L) :
    ∃ U ∈ Matrix.unitaryGroup m ℂ, ∃ ε : m → ℝ, (C * U)ᴴ * (C * U) = 1 ∧
      H * (C * U) = (C * U) * Matrix.diagonal (fun i => (ε i : ℂ)) := by
  have hL := multiplier_isHermitian hH hC hs
  -- the columns of `U` are orthonormal eigenvectors of the multiplier matrix
  obtain ⟨U, hU, ε, hd⟩ : ∃ U ∈ Matrix.unitaryGroup m ℂ, ∃ ε : m → ℝ,
      L * U = U * Matrix.diagonal (fun i => (ε i : ℂ)) := by
    refine ⟨hL.eigenvectorUnitary, hL.eigenvectorUnitary.2, hL.eigenvalues, ?_⟩
    ext i j
    have h := congrFun (hL.mulVec_eigenvectorBasis j) i
    rw [Matrix.mul_diagonal]
    simpa [Matrix.mul_apply, Matrix.mulVec, dotProduct, mul_comm] using h
  have hUU : Uᴴ * U = 1 := Matrix.mem_unitaryGroup_iff'.1 hU
  refine ⟨U, hU, ε, ?_, ?_⟩
  · calc (C * U)ᴴ * (C * U) = Uᴴ * ((Cᴴ * C) * U) := by
          rw [Matrix.conjTranspose_mul]; simp only [Matrix.mul_assoc]
      _ = 1 := by rw [hC, Matrix.one_mul, hUU]
  · rw [← Matrix.mul_assoc, hs, Matrix.mul_assoc, hd, ← Matrix.mul_assoc]

/-- A three-site Hamiltonian: two coupled sites and a third, uncoupled site of energy 5. -/
def siteH : Matrix (Fin 3) (Fin 3) ℂ := !![0, 1, 0; 1, 0, 0; 0, 0, 5]

/-- Two orbitals, one on each of the first two sites. -/
def siteC : Matrix (Fin 3) (Fin 2) ℂ := !![1, 0; 0, 1; 0, 0]

/-- A multiplier matrix that couples the two orbitals. -/
def siteL : Matrix (Fin 2) (Fin 2) ℂ := !![0, 1; 1, 0]

/-- The three-site Hamiltonian is Hermitian, the two site orbitals are orthonormal, and they
satisfy the stationarity condition with the coupling multiplier matrix. -/
theorem stationary_orbitals_witness :
    siteH.IsHermitian ∧ siteCᴴ * siteC = 1 ∧ siteH * siteC = siteC * siteL := by
  refine ⟨?_, ?_, ?_⟩
  · ext i j
    fin_cases i <;> fin_cases j <;> simp [siteH, Matrix.conjTranspose_apply]
  · ext i j
    fin_cases i <;> fin_cases j <;>
      simp [siteC, Matrix.mul_apply, Matrix.conjTranspose_apply, Fin.sum_univ_succ]
  · ext i j
    fin_cases i <;> fin_cases j <;>
      simp [siteH, siteC, siteL, Matrix.mul_apply, Fin.sum_univ_succ]

end CarParrinelloStationary
```

```lean
#print axioms CarParrinelloStationary.eigenvalue_of_multiplier
#print axioms CarParrinelloStationary.stationary_orbitals
#print axioms CarParrinelloStationary.eigenvalue_of_overlap
#print axioms CarParrinelloStationary.exists_canonical_orbitals
```

```
'CarParrinelloStationary.eigenvalue_of_multiplier' depends on axioms: [propext, Classical.choice, Quot.sound]
'CarParrinelloStationary.stationary_orbitals' depends on axioms: [propext, Classical.choice, Quot.sound]
'CarParrinelloStationary.eigenvalue_of_overlap' depends on axioms: [propext, Classical.choice, Quot.sound]
'CarParrinelloStationary.exists_canonical_orbitals' depends on axioms: [propext, Classical.choice, Quot.sound]
```

## From the matrix identities to the Lean proofs

`multiplier_eq` starts from `Cᴴ * H * C`, regroups the product, replaces $HC$ by $CL$ and removes $C^\dagger C$. `multiplier_isHermitian` then uses that $C^\dagger HC$ is Hermitian whenever $H$ is. `adjoint_stationary` applies the conjugate transpose to both sides of `hs` and simplifies with the Hermiticity of $H$ and $L$.

`stationary_iff_projector_commutes` proves both directions of the projector argument. Its two `calc` chains are the chains of equalities above, and the converse supplies `Cᴴ * H * C` as the multiplier matrix.

`eigenvalue_of_multiplier` offers `C *ᵥ v` as the eigenvector. If that vector were zero, then $v=C^\dagger Cv$ would be zero too, which contradicts `hv`. This step and `multiplier_eq` don't use the Hermiticity of $H$. `stationary_orbitals` collects the four conclusions, and `eigenvalue_of_overlap` uses `Cᴴ *ᵥ x` as the eigenvector of $L$.

In `exists_canonical_orbitals`, Mathlib's spectral theorem for Hermitian matrices supplies $U$ and $\varepsilon$. The equation $LU=U\,\mathrm{diag}(\varepsilon)$ is checked entry by entry from the eigenvector equations, and the two final calculations are those for $CU$ above.

`stationary_orbitals_witness` checks a three-site example entry by entry. Its orbitals sit on the first two sites, and `siteL` is your two-site matrix. Neither orbital is an eigenvector, but the rotated orbitals $(1,\pm1,0)^T/\sqrt2$ are, with energies $\pm1$. The third level, 5, is missing from $L$ because its eigenvector has no overlap with the orbitals.
